# The Gordon identity for Dirac matrices fails as a matrix equation at nonzero mass

Take one time and one space direction with metric $(+,-)$, and the matrices

$$g^0=\begin{pmatrix}1&0\\0&-1\end{pmatrix},\qquad g^1=\begin{pmatrix}0&1\\-1&0\end{pmatrix}.$$

Between the spinors $\bar u(p')$ and $u(p)$ of free on-shell particles, the Gordon identity rewrites $2m\,g^\mu$ as $(p+p')^\mu+i\sigma^{\mu\nu}(p'-p)_\nu$, where $m\neq0$ is the mass, $p$ and $p'$ are the incoming and outgoing momenta, and $\sigma^{\mu\nu}=\frac i2[g^\mu,g^\nu]$. For $p=p'$ the spin term vanishes, and as a matrix equation the identity would read $2m\,g^\mu=2p^\mu\,\mathbf 1$. The left side has trace zero, so $p^\mu=0$ and hence $g^\mu=0$, which is false. For general momenta the spin term survives, and the proof below multiplies by $g^\mu$ before taking the trace.

## The trace of the defect

Let $\eta_\mu=\pm1$ be the entries of a diagonal metric, with at least two directions, and let the $N\times N$ matrices $g^\mu$, $N\ge1$, satisfy $g^\mu g^\nu+g^\nu g^\mu=2\eta_\mu\delta_{\mu\nu}\mathbf 1$. Write $p_\nu=\eta_\nu p^\nu$, $\not p=\sum_\nu p_\nu g^\nu$, and

$$R^\mu=(p+p')^\mu\,\mathbf 1+\sum_\nu i\sigma^{\mu\nu}(p'-p)_\nu .$$

Since $i\sigma^{\mu\nu}=-\frac12[g^\mu,g^\nu]$, the Clifford relations give

$$g^\nu g^\mu=\eta_\mu\delta_{\mu\nu}\mathbf 1+i\sigma^{\mu\nu},\qquad g^\mu g^\nu=\eta_\mu\delta_{\mu\nu}\mathbf 1-i\sigma^{\mu\nu}.$$

Multiply the first by $p'_\nu$, the second by $p_\nu$, add, and sum over $\nu$. With $\eta_\mu^2=1$,

$$\not p'g^\mu+g^\mu\not p=R^\mu .$$

No mass-shell condition has entered. It enters when $\bar u(p')\not p'=m\,\bar u(p')$ and $\not p\,u(p)=m\,u(p)$ turn this into the familiar $2m\,\bar u(p')g^\mu u(p)=\bar u(p')R^\mu u(p)$.

Each $g^\nu$ is traceless. Choose $\kappa\ne\nu$. By cyclicity $\operatorname{tr}(g^\kappa g^\nu g^\kappa)=\eta_\kappa\operatorname{tr}g^\nu$, and by anticommutation the same trace is $-\eta_\kappa\operatorname{tr}g^\nu$. Thus $\operatorname{tr}g^\nu=0$, and so $\operatorname{tr}\not p=0$. Without summing over $\mu$,

$$\operatorname{tr}(g^\mu R^\mu)=\eta_\mu\operatorname{tr}\not p'+\eta_\mu\operatorname{tr}\not p=0,\qquad \operatorname{tr}(g^\mu\,2m\,g^\mu)=2m\,\eta_\mu N .$$

The defect $D^\mu=2m\,g^\mu-R^\mu$ therefore satisfies $\operatorname{tr}(g^\mu D^\mu)=2m\,\eta_\mu N\ne0$, and cannot vanish.

With a single direction the argument has no $\kappa$ to use, and the conclusion can fail: for $g=1$, $\eta=1$ and $p=p'=m$, both sides equal $2m$.

## A boosted particle in numbers

In the two-direction example let $m=1$, $p=(1,0)$ and $p'=(\frac54,\frac34)$, both on shell. Then

$$R^0=\not p'g^0+g^0\not p=\begin{pmatrix}\frac94&\frac34\\[2pt]\frac34&\frac94\end{pmatrix},\qquad D^0=\begin{pmatrix}-\frac14&-\frac34\\[2pt]-\frac34&-\frac{17}4\end{pmatrix}.$$

Here $\operatorname{tr}(g^0D^0)=-\frac14+\frac{17}4=4=2mN$. The unnormalised solutions $u(p)=(1,0)$ and $u(p')=(3,1)$ have $\bar u(p')=u(p')^\dagger g^0=(3,-1)$, and $\bar u(p')D^0u(p)=-\frac34+\frac34=0$. On-shell momenta do not rescue the matrix equation; the spinors on both sides do.

## Clifford matrices and the Gordon matrix in Lean

The finite type `ι` labels spacetime directions and `n` labels spinor components.

```lean
import Mathlib

open Matrix Complex

namespace OffShellGordon

noncomputable section

variable {ι n : Type*} [Fintype ι] [DecidableEq ι] [Fintype n] [DecidableEq n]
```

The Clifford relations are the physical postulate: they make $\not p^2=p^2\,\mathbf 1$, so that solutions of the Dirac equation lie on the mass shell. The field `sign` forces each metric entry to be $\pm1$. No hermiticity is assumed.

```lean
/-- The matrices `g μ` obey the Clifford relations `{g^μ, g^ν} = 2 η^{μν}` for a diagonal
metric `η` whose entries square to one. -/
structure IsClifford (η : ι → ℂ) (g : ι → Matrix n n ℂ) : Prop where
  sign : ∀ μ, η μ * η μ = 1
  anticomm : ∀ μ ν, g μ * g ν + g ν * g μ =
    if μ = ν then (2 * η μ) • (1 : Matrix n n ℂ) else 0
```

Momenta are functions giving upper components, and may be complex. The factor `η ν` lowers the index.

```lean
/-- The Feynman slash `g^ν p_ν` of a momentum with upper components `p ν`. -/
def slash (η : ι → ℂ) (g : ι → Matrix n n ℂ) (p : ι → ℂ) : Matrix n n ℂ :=
  ∑ ν, (η ν * p ν) • g ν

/-- The spin tensor `σ^{μν} = (i/2) [g^μ, g^ν]`. -/
def spinTensor (g : ι → Matrix n n ℂ) (μ ν : ι) : Matrix n n ℂ :=
  (I / 2) • (g μ * g ν - g ν * g μ)
```

The next definition is $R^\mu$. Its first term carries an explicit unit matrix.

```lean
/-- The matrix `(p + p')^μ + i σ^{μν} (p' - p)_ν` of the Gordon decomposition. -/
def gordonMatrix (η : ι → ℂ) (g : ι → Matrix n n ℂ) (p p' : ι → ℂ) (μ : ι) :
    Matrix n n ℂ :=
  (p μ + p' μ) • (1 : Matrix n n ℂ) +
    ∑ ν, (η ν * (p' ν - p ν)) • (I • spinTensor g μ ν)
```

## Slashed momenta without a mass shell

The first theorem is $R^\mu=\not p'g^\mu+g^\mu\not p$. In its proof `hs` rewrites $i\sigma^{\mu\nu}$ as minus half the commutator, and `key` is the identity for one value of $\nu$, obtained from the anticommutator with weight $\eta_\nu(p+p')^\nu/2$. Summation then leaves the metric part only at $\nu=\mu$.

```lean
/-- Without any mass-shell condition, the Gordon matrix equals
`slash(p') g^μ + g^μ slash(p)`. -/
theorem gordonMatrix_eq {η : ι → ℂ} {g : ι → Matrix n n ℂ} (hg : IsClifford η g)
    (p p' : ι → ℂ) (μ : ι) :
    gordonMatrix η g p p' μ = slash η g p' * g μ + g μ * slash η g p := by
  have hs : ∀ ν, I • spinTensor g μ ν = (-1 / 2 : ℂ) • (g μ * g ν - g ν * g μ) := by
    intro ν
    have hI : I * (I / 2) = -1 / 2 := by linear_combination (1 / 2 : ℂ) * I_mul_I
    rw [spinTensor, smul_smul, hI]
  -- each summand splits into a metric part and a spin part
  have key : ∀ ν, (η ν * p' ν) • (g ν * g μ) + (η ν * p ν) • (g μ * g ν) =
      (if μ = ν then (η ν * η ν * (p ν + p' ν)) • (1 : Matrix n n ℂ) else 0) +
        (η ν * (p' ν - p ν)) • (I • spinTensor g μ ν) := by
    intro ν
    rw [hs ν]
    have h := hg.anticomm μ ν
    by_cases hμ : μ = ν
    · subst hμ
      rw [if_pos rfl] at h ⊢
      linear_combination (norm := module) (η μ * (p μ + p' μ) / 2) • h
    · rw [if_neg hμ] at h ⊢
      linear_combination (norm := module) (η ν * (p ν + p' ν) / 2) • h
  symm
  simp only [slash, Finset.sum_mul, Finset.mul_sum, smul_mul_assoc, mul_smul_comm]
  rw [← Finset.sum_add_distrib, Finset.sum_congr rfl (fun ν _ => key ν),
    Finset.sum_add_distrib, Finset.sum_ite_eq, if_pos (Finset.mem_univ μ), hg.sign μ,
    one_mul, gordonMatrix]
```

## Traces that rule out the identity

Setting $\mu=\nu$ in the Clifford relations gives the square of each matrix.

```lean
omit [Fintype ι] in
/-- Each Clifford matrix squares to its metric entry. -/
theorem gamma_sq {η : ι → ℂ} {g : ι → Matrix n n ℂ} (hg : IsClifford η g) (μ : ι) :
    g μ * g μ = η μ • (1 : Matrix n n ℂ) := by
  have h := hg.anticomm μ μ
  rw [if_pos rfl] at h
  linear_combination (norm := module) (1 / 2 : ℂ) • h
```

`Nontrivial ι` says that there are at least two directions, which supplies $\kappa$. The steps `h1` and `h2` are the two evaluations of $\operatorname{tr}(g^\kappa g^\nu g^\kappa)$.

```lean
omit [Fintype ι] in
/-- With at least two spacetime directions, every Clifford matrix is traceless. -/
theorem trace_gamma [Nontrivial ι] {η : ι → ℂ} {g : ι → Matrix n n ℂ}
    (hg : IsClifford η g) (ν : ι) : (g ν).trace = 0 := by
  obtain ⟨κ, hκ⟩ := exists_ne ν
  have h := hg.anticomm κ ν
  rw [if_neg hκ] at h
  -- evaluate tr (g^κ g^ν g^κ) by cyclicity and by anticommutation
  have h1 : (g κ * g ν * g κ).trace = η κ * (g ν).trace := by
    rw [Matrix.trace_mul_comm, ← mul_assoc, gamma_sq hg κ, smul_mul_assoc, one_mul,
      Matrix.trace_smul, smul_eq_mul]
  have h2 : (g κ * g ν * g κ).trace = -(η κ * (g ν).trace) := by
    rw [eq_neg_of_add_eq_zero_left h, neg_mul, mul_assoc, gamma_sq hg κ, mul_smul_comm,
      mul_one, Matrix.trace_neg, Matrix.trace_smul, smul_eq_mul]
  linear_combination (-(g ν).trace) * hg.sign κ + (η κ / 2) * (h2 - h1)
```

The defect formula follows, with `h1` and `h2` now removing the two slashed terms.

```lean
/-- The difference of the two sides of the would-be matrix identity, multiplied by `g^μ`
(no sum over `μ`), has trace `2 m η^{μμ}` times the matrix size, whatever the momenta. -/
theorem trace_gordon_defect [Nontrivial ι] {η : ι → ℂ} {g : ι → Matrix n n ℂ}
    (hg : IsClifford η g) (m : ℂ) (p p' : ι → ℂ) (μ : ι) :
    (g μ * ((2 * m) • g μ - gordonMatrix η g p p' μ)).trace =
      2 * m * η μ * (Fintype.card n : ℂ) := by
  have hslash : ∀ k : ι → ℂ, (slash η g k).trace = 0 := by
    intro k
    simp [slash, Matrix.trace_sum, Matrix.trace_smul, trace_gamma hg]
  have h1 : (g μ * (slash η g p' * g μ)).trace = 0 := by
    rw [Matrix.trace_mul_comm, mul_assoc, gamma_sq hg μ, mul_smul_comm, mul_one,
      Matrix.trace_smul, hslash, smul_zero]
  have h2 : (g μ * (g μ * slash η g p)).trace = 0 := by
    rw [← mul_assoc, gamma_sq hg μ, smul_mul_assoc, one_mul, Matrix.trace_smul, hslash,
      smul_zero]
  rw [gordonMatrix_eq hg, mul_sub, mul_add, Matrix.trace_sub, Matrix.trace_add, h1, h2,
    mul_smul_comm, gamma_sq hg μ, Matrix.trace_smul, Matrix.trace_smul, Matrix.trace_one]
  simp only [smul_eq_mul]
  ring
```

If the matrix equation held, the left side of that formula would be zero. The right side is not, because $m$, $\eta_\mu$ and the matrix size are all nonzero; `Nonempty n` ensures the last.

```lean
/-- For nonzero mass and at least two spacetime directions, the Gordon identity is false as
a matrix equation, for every index and every pair of momenta. -/
theorem no_off_shell_gordon [Nontrivial ι] [Nonempty n] {η : ι → ℂ}
    {g : ι → Matrix n n ℂ} (hg : IsClifford η g) {m : ℂ} (hm : m ≠ 0)
    (p p' : ι → ℂ) (μ : ι) :
    (2 * m) • g μ ≠ gordonMatrix η g p p' μ := by
  intro h
  have ht := trace_gordon_defect hg m p p' μ
  rw [h, sub_self, mul_zero, Matrix.trace_zero] at ht
  have hη : η μ ≠ 0 := left_ne_zero_of_mul_eq_one (hg.sign μ)
  have hn : (Fintype.card n : ℂ) ≠ 0 := Nat.cast_ne_zero.mpr Fintype.card_ne_zero
  exact mul_ne_zero (mul_ne_zero (mul_ne_zero two_ne_zero hm) hη) hn ht.symm
```

## Four-by-four Dirac matrices

The signature is $(+,-,-,-)$. The standard matrices are stored as integer matrices times phases, with index 0 for time.

```lean
/-- The Minkowski metric with signature `(+,-,-,-)`. -/
def minkowski : Fin 4 → ℂ := ![1, -1, -1, -1]

/-- The integer parts of the standard Dirac matrices. -/
def diracInt : Fin 4 → Matrix (Fin 4) (Fin 4) ℤ :=
  ![!![1, 0, 0, 0; 0, 1, 0, 0; 0, 0, -1, 0; 0, 0, 0, -1],
    !![0, 0, 0, 1; 0, 0, 1, 0; 0, -1, 0, 0; -1, 0, 0, 0],
    !![0, 0, 0, -1; 0, 0, 1, 0; 0, 1, 0, 0; -1, 0, 0, 0],
    !![0, 0, 1, 0; 0, 0, 0, -1; -1, 0, 0, 0; 0, 1, 0, 0]]

/-- The phases of the standard Dirac matrices: only `g^2` is imaginary. -/
def phase : Fin 4 → ℂ := ![1, 1, I, 1]

/-- The Dirac matrices in the standard (Dirac) representation. -/
def dirac (μ : Fin 4) : Matrix (Fin 4) (Fin 4) ℂ :=
  Matrix.of fun i j => phase μ * (diracInt μ i j : ℂ)
```

The physical case, with real mass and real momenta, is a specialisation. It covers any four-by-four matrices obeying the relations, in whatever representation.

```lean
/-- For 4 by 4 Dirac matrices, real nonzero mass and real four-momenta, the Gordon identity
is false as a matrix equation for every index. -/
theorem no_off_shell_gordon_four {g : Fin 4 → Matrix (Fin 4) (Fin 4) ℂ}
    (hg : IsClifford minkowski g) {m : ℝ} (hm : m ≠ 0) (p p' : Fin 4 → ℝ) (μ : Fin 4) :
    (2 * (m : ℂ)) • g μ ≠
      gordonMatrix minkowski g (fun ν => (p ν : ℂ)) (fun ν => (p' ν : ℂ)) μ :=
  no_off_shell_gordon hg (Complex.ofReal_ne_zero.mpr hm) _ _ μ
```

The standard matrices do obey them. The proof checks the integer products entry by entry with `decide +kernel`, then restores the phases. The integer part of $g^2$ squares to $+1$, and its phase $i$ corrects the sign.

```lean
/-- The standard Dirac matrices obey the Clifford relations of Minkowski space. -/
theorem isClifford_witness : IsClifford minkowski dirac where
  sign := by
    intro μ
    fin_cases μ <;> simp [minkowski]
  anticomm := by
    -- the relations between the integer parts are a finite check
    have hint : ∀ μ ν i j : Fin 4,
        (diracInt μ * diracInt ν) i j + (diracInt ν * diracInt μ) i j =
          if μ = ν ∧ i = j then (![2, -2, 2, -2] : Fin 4 → ℤ) μ else 0 := by
      decide +kernel
    have prod : ∀ μ ν i j : Fin 4, (dirac μ * dirac ν) i j =
        phase μ * phase ν * (((diracInt μ * diracInt ν) i j : ℤ) : ℂ) := by
      intro μ ν i j
      rw [Matrix.mul_apply, Matrix.mul_apply, Int.cast_sum, Finset.mul_sum]
      refine Finset.sum_congr rfl fun k _ => ?_
      rw [Int.cast_mul]
      change phase μ * (diracInt μ i k : ℂ) * (phase ν * (diracInt ν k j : ℂ)) = _
      ring
    have hsq : ∀ μ : Fin 4, phase μ * phase μ *
        (((![2, -2, 2, -2] : Fin 4 → ℤ) μ : ℤ) : ℂ) = 2 * minkowski μ := by
      intro μ
      fin_cases μ <;> simp [phase, minkowski]
    intro μ ν
    ext i j
    have hc := congrArg (Int.cast : ℤ → ℂ) (hint μ ν i j)
    rw [Int.cast_add] at hc
    rw [Matrix.add_apply, prod, prod]
    by_cases hμ : μ = ν
    · subst hμ
      rw [if_pos rfl, Matrix.smul_apply, Matrix.one_apply, smul_eq_mul]
      by_cases hij : i = j
      · rw [if_pos ⟨rfl, hij⟩] at hc
        rw [if_pos hij]
        linear_combination (phase μ * phase μ) * hc + hsq μ
      · rw [if_neg (fun h => hij h.2), Int.cast_zero] at hc
        rw [if_neg hij]
        linear_combination (phase μ * phase μ) * hc
    · rw [if_neg (fun h => hμ h.1), Int.cast_zero] at hc
      rw [if_neg hμ, Matrix.zero_apply]
      linear_combination (phase μ * phase ν) * hc
```

## One on-shell spinor is too few

For a particle at rest, $p=p'=(m,0,0,0)$, the spinor $u=(1,0,0,0)$ solves $\not p\,u=m\,u$. For $\mu=1$ we have $R^1=2p^1\,\mathbf 1=0$, whereas $2m\,g^1u=(0,0,0,-2m)$. The final theorem states that $u$ solves the Dirac equation and that the two sides of the identity differ on it; the proof of the second part reads off the last component. This is one explicit counterexample, not a claim about every spinor or index.

```lean
/-- One on-shell spinor is not enough: for `m ≠ 0` and `p = p' = (m,0,0,0)` the spinor `(1,0,0,0)`
solves the Dirac equation, yet the two sides of the identity for `μ = 1` act differently on it. -/
theorem one_on_shell_spinor_insufficient {m : ℂ} (hm : m ≠ 0) :
    slash minkowski dirac ![m, 0, 0, 0] *ᵥ ![1, 0, 0, 0] = m • ![1, 0, 0, 0] ∧
    ((2 * m) • dirac 1) *ᵥ ![1, 0, 0, 0] ≠
      gordonMatrix minkowski dirac ![m, 0, 0, 0] ![m, 0, 0, 0] 1 *ᵥ ![1, 0, 0, 0] := by
  constructor
  · ext i
    fin_cases i <;>
      simp [slash, minkowski, dirac, phase, diracInt, Fin.sum_univ_succ, Matrix.mulVec,
        dotProduct]
  · intro h
    -- the last component reads -2m = 0
    have h3 := congrFun h 3
    simp [gordonMatrix, dirac, phase, diracInt, Fin.sum_univ_succ, Matrix.mulVec,
      dotProduct, hm] at h3

end

end OffShellGordon
```

```lean
#print axioms OffShellGordon.no_off_shell_gordon_four
#print axioms OffShellGordon.one_on_shell_spinor_insufficient
```

```
'OffShellGordon.no_off_shell_gordon_four' depends on axioms: [propext, Classical.choice, Quot.sound]
'OffShellGordon.one_on_shell_spinor_insufficient' depends on axioms: [propext, Classical.choice, Quot.sound]
```

The two-sided spinor identity, the boosted example and the one-direction exception rest on the derivations above and are not among the Lean theorems. For electron form factors, the result means that in the algebra of free Dirac matrices with numerical momenta, $2m\,g^\mu$ may not be replaced by $R^\mu$ as a matrix, for instance at a vertex attached to an internal line.
